# A differentiable energy changes by −Q t·f under every rigid shift t of the atoms in a uniform field f exactly when the total force is always Q f

The theorem `shiftLaw_iff_total_force` concerns finitely many atoms in three-dimensional space and a uniform electric field f, with an energy that is any differentiable real function of the positions and the field. It states that two conditions are equivalent for a real number Q, the total charge: moving all atoms by the same vector t at fixed field always changes the energy by −Q t·f, and the forces on the atoms sum to Q f in every configuration. Here the force on an atom is minus the derivative of the energy in its position. From the shift law, the attempt gets the total force by differentiating along unit shifts. For the converse, it shows that the energy plus s Q t·f has zero derivative in s along the path that shifts the atoms by s t, and compares s = 1 with s = 0.

The failing Lean file:

```lean
import Mathlib

open Matrix

namespace ShiftLawIffTotalForce

noncomputable section

/-- Vectors in three-dimensional space. -/
abbrev Vec := Fin 3 → ℝ

/-- The positions of all atoms together with a uniform electric field. -/
abbrev Config (ι : Type*) := (ι → Vec) × Vec

variable {ι : Type*} [Fintype ι] [DecidableEq ι]

/-- Unit displacement of atom `k` along axis `a`, at fixed field. -/
def move (k : ι) (a : Fin 3) : Config ι := (Pi.single k (Pi.single a 1), 0)

/-- Displacement of all atoms by the same vector `t`, at fixed field. -/
def rigid (t : Vec) : Config ι := (fun _ => t, 0)

/-- The force on atom `k`: minus the derivative of the energy in its position. -/
def force (E : Config ι → ℝ) (k : ι) (x : Config ι) : Vec :=
  fun a => -fderiv ℝ E x (move k a)

/-- The shift law for total charge `Q`: moving all atoms by `t` in the field `f`
changes the energy by `-Q t·f`. -/
def ShiftLaw (E : Config ι → ℝ) (Q : ℝ) : Prop :=
  ∀ (u : ι → Vec) (f t : Vec), E (fun k => u k + t, f) = E (u, f) - Q * (t ⬝ᵥ f)

/-- The slope of the energy along a rigid shift `t` is minus the scalar product of `t`
with the total force. -/
theorem slope_rigid (E : Config ι → ℝ) (x : Config ι) (t : Vec) :
    fderiv ℝ E x (rigid t) = -(t ⬝ᵥ ∑ k, force E k x) := by
  have h : (rigid t : Config ι) = ∑ a, ∑ k, t a • move k a := by
    refine Prod.ext ?_ ?_
    · funext j c
      simp [rigid, move, Prod.fst_sum, Finset.sum_apply, Pi.single_apply]
    · simp [rigid, move, Prod.snd_sum]
  rw [h]
  simp only [map_sum, map_smul, dotProduct, Finset.sum_apply, force, smul_eq_mul,
    Finset.mul_sum, mul_neg, Finset.sum_neg_distrib, neg_neg]

omit [DecidableEq ι] in
/-- Along a straight path in configuration space, a differentiable energy changes at the
rate given by its slope in the direction of the path. -/
theorem hasDerivAt_path {E : Config ι → ℝ} (hE : Differentiable ℝ E)
    (x v : Config ι) (s : ℝ) :
    HasDerivAt (fun r : ℝ => E (x + r • v)) (fderiv ℝ E (x + s • v) v) s := by
  have h : HasDerivAt (fun r : ℝ => x + r • v) ((1 : ℝ) • v) s :=
    ((hasDerivAt_id' s).smul_const v).const_add x
  rw [one_smul] at h
  exact (hE _).hasFDerivAt.comp_hasDerivAt s h

/-- For a differentiable energy, the shift law with charge `Q` holds exactly when the
total force on the atoms is `Q` times the field in every configuration. -/
theorem shiftLaw_iff_total_force {E : Config ι → ℝ} (hE : Differentiable ℝ E) (Q : ℝ) :
    ShiftLaw E Q ↔ ∀ x : Config ι, ∑ k, force E k x = Q • x.2 := by
  have hadd : ∀ (x : Config ι) (t : Vec) (s : ℝ),
      x + s • rigid t = (fun k => x.1 k + s • t, x.2) := fun x t s =>
    Prod.ext (by funext k; simp [rigid]) (by simp [rigid])
  constructor
  · intro h x
    funext a
    -- differentiate the shift law along a unit shift in direction `a`
    have h1 := hasDerivAt_path hE x (rigid (Pi.single a 1)) 0
    have h2 : HasDerivAt (fun r : ℝ => E (x + r • rigid (Pi.single a 1)))
        (-(Q * x.2 a)) 0 := by
      have he : (fun r : ℝ => E (x + r • rigid (Pi.single a 1)))
          = fun r : ℝ => E x - r * (Q * x.2 a) := by
        funext r
        rw [hadd, h x.1 x.2, smul_dotProduct, single_one_dotProduct, smul_eq_mul]
        ring
      rw [he]
      have h3 := ((hasDerivAt_id' (0 : ℝ)).mul_const (Q * x.2 a)).const_sub (E x)
      rw [one_mul] at h3
      exact h3
    have h4 := h1.unique h2
    rw [zero_smul, add_zero, slope_rigid, single_one_dotProduct] at h4
    rw [Pi.smul_apply, smul_eq_mul]
    linarith
  · intro h u f t
    -- the energy plus the work of the field is constant along the shift
    have hg : ∀ s : ℝ, HasDerivAt
        (fun r : ℝ => E ((u, f) + r • rigid t) + r * (Q * (t ⬝ᵥ f))) 0 s := by
      intro s
      have h1 := (hasDerivAt_path hE (u, f) (rigid t) s).fun_add
        ((hasDerivAt_id' s).mul_const (Q * (t ⬝ᵥ f)))
      refine h1.congr_deriv ?_
      rw [slope_rigid, h, hadd, dotProduct_smul, smul_eq_mul]
      ring
    have hc := is_const_of_deriv_eq_zero (fun s => (hg s).differentiableAt)
      (fun s => (hg s).deriv) 1 0
    simp only [hadd, one_smul, zero_smul, add_zero, one_mul, zero_mul] at hc
    linarith

end

end ShiftLawIffTotalForce
```

Messages:

```
Main.lean:96:4: error: linarith failed to find a contradiction
case mpr.h1
ι : Type u_1
inst✝¹ : Fintype ι
inst✝ : DecidableEq ι
E : Config ι → ℝ
hE : Differentiable ℝ E
Q : ℝ
hadd : ∀ (x : Config ι) (t : Vec) (s : ℝ), x + s • rigid t = (fun k => x.1 k + s • t, x.2)
h : ∀ (x : Config ι), ∑ k, force E k x = Q • x.2
u : ι → Vec
f t : Vec
hg : ∀ (s : ℝ), HasDerivAt (fun r => E ((u, f) + r • rigid t) + r * (Q * t ⬝ᵥ f)) 0 s
hc : E ((u, f) + rigid t) + Q * t ⬝ᵥ f = E (u, f)
a✝ : E (fun k => u k + t, f) < E (u, f) - Q * t ⬝ᵥ f
⊢ False
failed
Main.lean:95:15: warning: This simp argument is unused:
  hadd

Hint: Omit it from the simp argument list.
  [apply] simp only [one_smul, zero_smul, add_zero, one_mul, zero_mul] at hc

Note: This linter can be disabled with `set_option linter.unusedSimpArgs false`
```

Diagnosis. The error is in the converse, at the last `linarith`. There `hc` speaks of `E ((u, f) + rigid t)`, while the goal speaks of `E (fun k => u k + t, f)`. The two configurations are equal, but `linarith` treats the two energies as unrelated numbers and finds no contradiction.

The equation `hadd` was meant to turn the first form into the second, but the warning says that `simp only` never used it. Its left side is `x + s • rigid t`, with an explicit scalar multiple. `simp` simplifies the inner terms first, so `one_smul` turned `1 • rigid t` into `rigid t` before `hadd` was tried on the sum, and the pattern no longer matched. At s = 0, `zero_smul` and `add_zero` give `E (u, f)` without `hadd`.

The repair takes `hadd` at `(u, f)`, `t` and `1` as `he`, and simplifies it with `one_smul`, so that its left side becomes `(u, f) + rigid t`, just as in `hc`. Then `rw [he] at hc` puts the energy in the goal's form, and `linarith` can finish. Dropping `hadd` from the `simp only` call on `hc` is mere tidying.

Lean accepts the file once it reads:

```diff
@@ -93,5 +93,8 @@
     have hc := is_const_of_deriv_eq_zero (fun s => (hg s).differentiableAt)
       (fun s => (hg s).deriv) 1 0
-    simp only [hadd, one_smul, zero_smul, add_zero, one_mul, zero_mul] at hc
+    have he := hadd (u, f) t 1
+    simp only [one_smul] at he
+    simp only [one_smul, zero_smul, add_zero, one_mul, zero_mul] at hc
+    rw [he] at hc
     linarith
 
```
